# Main-effect variances of two independent inputs add up to at most the output variance

A simulation is run with two uncertain inputs, say a temperature and a force-field parameter, and one wants to know how much of the output's variance each input accounts for by itself. Here the contribution of an input, its main-effect variance, is found by averaging the output over the other input and taking the variance of the resulting function of this one. If the inputs are independent and each takes finitely many values, all with positive probability, the two contributions add up to at most the total, and they exhaust it exactly when the output is a function of one input plus a function of the other.

```lean
import Mathlib

open Finset

namespace SobolSensitivity

noncomputable section

variable {ι α β : Type*} [Fintype ι] [Fintype α] [Fintype β]

/-- A probability distribution on a finite set in which every outcome has positive probability. -/
def IsPositiveProb (w : ι → ℝ) : Prop := (∀ i, 0 < w i) ∧ ∑ i, w i = 1

/-- The expectation of `u` under the weights `w`. -/
def mean (w u : ι → ℝ) : ℝ := ∑ i, w i * u i

/-- The variance of `u` under the weights `w`: the mean squared deviation from the mean. -/
def variance (w u : ι → ℝ) : ℝ := mean w (fun i => (u i - mean w u) ^ 2)

/-- The joint distribution of two independent inputs. -/
def joint (p : α → ℝ) (q : β → ℝ) (z : α × β) : ℝ := p z.1 * q z.2

/-- The conditional expectation of `f` given that the first input equals `x`. -/
def condFst (w f : α × β → ℝ) (x : α) : ℝ :=
  (∑ y, w (x, y) * f (x, y)) / ∑ y, w (x, y)

/-- The conditional expectation of `f` given that the second input equals `y`. -/
def condSnd (w f : α × β → ℝ) (y : β) : ℝ :=
  (∑ x, w (x, y) * f (x, y)) / ∑ x, w (x, y)

/-- The interaction part of `f`: what remains after removing the mean and both main effects. -/
def interaction (w f : α × β → ℝ) (z : α × β) : ℝ :=
  f z - condFst w f z.1 - condSnd w f z.2 + mean w f

private lemma mean_add_const {w : ι → ℝ} (hw : ∑ i, w i = 1) (u : ι → ℝ) (c : ℝ) :
    mean w (fun i => u i + c) = mean w u + c := by
  have e : mean w (fun i => u i + c) = mean w u + c * ∑ i, w i := by
    simp only [mean, mul_sum, ← sum_add_distrib]
    exact sum_congr rfl fun i _ => by ring
  rw [e, hw, mul_one]

private lemma mean_residual {w u v : ι → ℝ} {c m : ℝ} (hw : ∑ i, w i = 1)
    (hu : mean w u = c) (hv : mean w v = m) :
    mean w (fun i => u i - c - v i + m) = 0 := by
  have e : mean w (fun i => u i - c - v i + m)
      = mean w u - c * ∑ i, w i - mean w v + m * ∑ i, w i := by
    simp only [mean, mul_sum, ← sum_sub_distrib, ← sum_add_distrib]
    exact sum_congr rfl fun i _ => by ring
  rw [e, hw, hu, hv]
  ring

variable {p : α → ℝ} {q : β → ℝ}

/-- For independent inputs, conditioning on the first is averaging over the second. -/
theorem condFst_joint (hp : IsPositiveProb p) (hq : IsPositiveProb q) (f : α × β → ℝ) (x : α) :
    condFst (joint p q) f x = mean q (fun y => f (x, y)) := by
  have h1 : ∑ y, p x * q y * f (x, y) = p x * mean q (fun y => f (x, y)) := by
    simp only [mean, mul_sum, mul_assoc]
  have h2 : ∑ y, p x * q y = p x := by rw [← mul_sum, hq.2, mul_one]
  change (∑ y, p x * q y * f (x, y)) / (∑ y, p x * q y) = _
  rw [h1, h2]
  exact mul_div_cancel_left₀ _ (hp.1 x).ne'

/-- For independent inputs, conditioning on the second is averaging over the first. -/
theorem condSnd_joint (hp : IsPositiveProb p) (hq : IsPositiveProb q) (f : α × β → ℝ) (y : β) :
    condSnd (joint p q) f y = mean p (fun x => f (x, y)) := by
  have h1 : ∑ x, p x * q y * f (x, y) = q y * mean p (fun x => f (x, y)) := by
    simp only [mean, mul_sum]
    exact sum_congr rfl fun x _ => by ring
  have h2 : ∑ x, p x * q y = q y := by rw [← sum_mul, hp.2, one_mul]
  change (∑ x, p x * q y * f (x, y)) / (∑ x, p x * q y) = _
  rw [h1, h2]
  exact mul_div_cancel_left₀ _ (hq.1 y).ne'

/-- Law of total expectation: each conditional expectation has the same mean as `f`. -/
theorem total_expectation (hp : IsPositiveProb p) (hq : IsPositiveProb q) (f : α × β → ℝ) :
    mean p (condFst (joint p q) f) = mean (joint p q) f ∧
    mean q (condSnd (joint p q) f) = mean (joint p q) f := by
  constructor
  · unfold mean
    simp only [condFst_joint hp hq, mean, joint, Fintype.sum_prod_type, mul_sum, mul_assoc]
  · unfold mean
    simp only [condSnd_joint hp hq, mean, joint, Fintype.sum_prod_type, mul_sum]
    rw [sum_comm]
    exact sum_congr rfl fun x _ => sum_congr rfl fun y _ => by ring

/-- The interaction part averages to zero over either input with the other held fixed. -/
theorem interaction_mean_zero (hp : IsPositiveProb p) (hq : IsPositiveProb q)
    (f : α × β → ℝ) :
    (∀ x, mean q (fun y => interaction (joint p q) f (x, y)) = 0) ∧
    (∀ y, mean p (fun x => interaction (joint p q) f (x, y)) = 0) := by
  constructor
  · intro x
    have h := mean_residual hq.2 (condFst_joint hp hq f x).symm (total_expectation hp hq f).2
    exact h
  · intro y
    have h := mean_residual hp.2 (condSnd_joint hp hq f y).symm (total_expectation hp hq f).1
    rw [← h]
    exact congrArg (mean p) (funext fun x => by simp only [interaction]; ring)

private lemma pythagoras (hp : ∑ x, p x = 1) (hq : ∑ y, q y = 1)
    (A : α → ℝ) (B : β → ℝ) (R : α × β → ℝ) (hB : mean q B = 0)
    (hR1 : ∀ x, mean q (fun y => R (x, y)) = 0)
    (hR2 : ∀ y, mean p (fun x => R (x, y)) = 0) :
    mean (joint p q) (fun z => (A z.1 + B z.2 + R z) ^ 2)
      = mean p (fun x => A x ^ 2) + mean q (fun y => B y ^ 2)
        + mean (joint p q) (fun z => R z ^ 2) := by
  -- average over the second input first
  have inner : ∀ x, ∑ y, q y * (A x + B y + R (x, y)) ^ 2
      = A x ^ 2 + mean q (fun y => B y ^ 2) + ∑ y, q y * R (x, y) ^ 2
        + 2 * ∑ y, q y * (B y * R (x, y)) := by
    intro x
    have e : ∑ y, q y * (A x + B y + R (x, y)) ^ 2
        = A x ^ 2 * ∑ y, q y + mean q (fun y => B y ^ 2) + ∑ y, q y * R (x, y) ^ 2
          + 2 * ∑ y, q y * (B y * R (x, y)) + 2 * A x * mean q B
          + 2 * A x * mean q (fun y => R (x, y)) := by
      simp only [mean, mul_sum, ← sum_add_distrib]
      exact sum_congr rfl fun y _ => by ring
    rw [e, hq, hB, hR1 x]
    ring
  -- the remaining cross term vanishes on averaging over the first input
  have cross : ∑ x, p x * ∑ y, q y * (B y * R (x, y)) = 0 := by
    calc _ = ∑ y, q y * B y * mean p (fun x => R (x, y)) := by
          simp only [mean, mul_sum]
          rw [sum_comm]
          exact sum_congr rfl fun y _ => sum_congr rfl fun x _ => by ring
      _ = 0 := by simp [hR2]
  have lin : ∀ (a c d : α → ℝ) (b : ℝ), ∑ x, p x * (a x + b + c x + 2 * d x)
      = ∑ x, p x * a x + b * ∑ x, p x + ∑ x, p x * c x + 2 * ∑ x, p x * d x := by
    intro a c d b
    simp only [mul_sum, ← sum_add_distrib]
    exact sum_congr rfl fun x _ => by ring
  have split : ∀ F : α × β → ℝ, mean (joint p q) F = ∑ x, p x * ∑ y, q y * F (x, y) := by
    intro F
    simp only [mean, joint, Fintype.sum_prod_type, mul_sum, mul_assoc]
  rw [split, split]
  calc _ = ∑ x, p x * (A x ^ 2 + mean q (fun y => B y ^ 2) + ∑ y, q y * R (x, y) ^ 2
        + 2 * ∑ y, q y * (B y * R (x, y))) := sum_congr rfl fun x _ => by rw [← inner x]
    _ = mean p (fun x => A x ^ 2) + mean q (fun y => B y ^ 2) * ∑ x, p x
        + ∑ x, p x * ∑ y, q y * R (x, y) ^ 2
        + 2 * ∑ x, p x * ∑ y, q y * (B y * R (x, y)) :=
      lin (fun x => A x ^ 2) (fun x => ∑ y, q y * R (x, y) ^ 2)
        (fun x => ∑ y, q y * (B y * R (x, y))) _
    _ = _ := by rw [hp, cross]; ring

/-- The variance of `f` is the sum of the variances of its two conditional expectations
and the mean square of its interaction part. -/
theorem variance_decomposition (hp : IsPositiveProb p) (hq : IsPositiveProb q)
    (f : α × β → ℝ) :
    variance (joint p q) f = variance p (condFst (joint p q) f)
      + variance q (condSnd (joint p q) f)
      + mean (joint p q) (fun z => interaction (joint p q) f z ^ 2) := by
  obtain ⟨m1, m2⟩ := total_expectation hp hq f
  obtain ⟨r1, r2⟩ := interaction_mean_zero hp hq f
  have hB : mean q (fun y => condSnd (joint p q) f y - mean (joint p q) f) = 0 := by
    simp only [sub_eq_add_neg]
    rw [mean_add_const hq.2, m2, add_neg_cancel]
  have h := pythagoras hp.2 hq.2 (fun x => condFst (joint p q) f x - mean (joint p q) f)
    _ (interaction (joint p q) f) hB r1 r2
  unfold variance
  rw [m1, m2, ← h]
  exact congrArg (mean (joint p q)) (funext fun z => by simp only [interaction]; ring)

/-- The interaction part vanishes everywhere exactly when `f` is a sum of a function of the
first input and a function of the second. -/
theorem interaction_eq_zero_iff (hp : IsPositiveProb p) (hq : IsPositiveProb q)
    (f : α × β → ℝ) :
    (∀ z, interaction (joint p q) f z = 0) ↔
      ∃ (g : α → ℝ) (h : β → ℝ), ∀ x y, f (x, y) = g x + h y := by
  constructor
  · intro hI
    refine ⟨condFst (joint p q) f, fun y => condSnd (joint p q) f y - mean (joint p q) f, ?_⟩
    intro x y
    have h := hI (x, y)
    simp only [interaction] at h
    linarith
  · rintro ⟨g, h, hf⟩ ⟨x, y⟩
    have h1 : ∀ x, condFst (joint p q) f x = mean q h + g x := by
      intro x
      rw [condFst_joint hp hq, ← mean_add_const hq.2]
      exact congrArg (mean q) (funext fun y => by rw [hf]; ring)
    have h2 : ∀ y, condSnd (joint p q) f y = mean p g + h y := by
      intro y
      rw [condSnd_joint hp hq, ← mean_add_const hp.2]
      exact congrArg (mean p) (funext fun x => by rw [hf])
    have h3 : mean (joint p q) f = mean p g + mean q h := by
      rw [← (total_expectation hp hq f).1, ← mean_add_const hp.2]
      exact congrArg (mean p) (funext fun x => by rw [h1]; ring)
    simp only [interaction, h1, h2, h3, hf]
    ring

/-- The variances of the two conditional expectations add up to at most the variance of `f`,
with equality exactly when `f` is additive in its two independent inputs. -/
theorem variance_ge_main_effects (hp : IsPositiveProb p) (hq : IsPositiveProb q)
    (f : α × β → ℝ) :
    variance p (condFst (joint p q) f) + variance q (condSnd (joint p q) f)
      ≤ variance (joint p q) f ∧
    (variance (joint p q) f
      = variance p (condFst (joint p q) f) + variance q (condSnd (joint p q) f) ↔
      ∃ (g : α → ℝ) (h : β → ℝ), ∀ x y, f (x, y) = g x + h y) := by
  have hd := variance_decomposition hp hq f
  have hw : ∀ z, 0 < joint p q z := fun z => mul_pos (hp.1 z.1) (hq.1 z.2)
  have hn : ∀ z ∈ (univ : Finset (α × β)),
      0 ≤ joint p q z * interaction (joint p q) f z ^ 2 :=
    fun z _ => mul_nonneg (hw z).le (sq_nonneg _)
  have h0 : 0 ≤ mean (joint p q) (fun z => interaction (joint p q) f z ^ 2) := sum_nonneg hn
  refine ⟨by linarith, ?_⟩
  rw [← interaction_eq_zero_iff hp hq f]
  constructor
  · intro he z
    have hs : ∑ z, joint p q z * interaction (joint p q) f z ^ 2 = 0 := by
      change mean (joint p q) (fun z => interaction (joint p q) f z ^ 2) = 0
      linarith
    -- positive weights force every squared interaction to vanish
    have hz := (sum_eq_zero_iff_of_nonneg hn).1 hs z (mem_univ z)
    exact pow_eq_zero_iff (two_ne_zero) |>.1 ((mul_eq_zero.1 hz).resolve_left (hw z).ne')
  · intro hI
    have hs : mean (joint p q) (fun z => interaction (joint p q) f z ^ 2) = 0 := by
      simp [mean, hI]
    linarith

/-- For a model with nonzero variance, the two first-order Sobol indices sum to one exactly
when the model is additive. -/
theorem sobol_indices_sum_eq_one_iff (hp : IsPositiveProb p) (hq : IsPositiveProb q)
    (f : α × β → ℝ) (hV : variance (joint p q) f ≠ 0) :
    variance p (condFst (joint p q) f) / variance (joint p q) f
      + variance q (condSnd (joint p q) f) / variance (joint p q) f = 1 ↔
      ∃ (g : α → ℝ) (h : β → ℝ), ∀ x y, f (x, y) = g x + h y := by
  rw [← add_div, div_eq_one_iff_eq hV]
  exact eq_comm.trans (variance_ge_main_effects hp hq f).2

/-- The distribution of a fair coin. -/
def coin (_ : Bool) : ℝ := 1 / 2

/-- The parity of two coins: `1` if they agree and `-1` if they differ. -/
def parity (z : Bool × Bool) : ℝ := if z.1 = z.2 then 1 else -1

/-- For two fair coins the parity has variance one, while both of its conditional
expectations have variance zero. -/
theorem parity_pure_interaction :
    variance (joint coin coin) parity = 1 ∧
    variance coin (condFst (joint coin coin) parity) = 0 ∧
    variance coin (condSnd (joint coin coin) parity) = 0 := by
  refine ⟨?_, ?_, ?_⟩ <;>
    norm_num [variance, mean, condFst, condSnd, joint, coin, parity,
      Fintype.sum_prod_type, Fintype.sum_bool]

end

end SobolSensitivity
```

```lean
#print axioms SobolSensitivity.variance_ge_main_effects
#print axioms SobolSensitivity.sobol_indices_sum_eq_one_iff
#print axioms SobolSensitivity.parity_pure_interaction
```

```
'SobolSensitivity.variance_ge_main_effects' depends on axioms: [propext, Classical.choice, Quot.sound]
'SobolSensitivity.sobol_indices_sum_eq_one_iff' depends on axioms: [propext, Classical.choice, Quot.sound]
'SobolSensitivity.parity_pure_interaction' depends on axioms: [propext, Classical.choice, Quot.sound]
```

## Inputs, weights and conditional means

The finite types `α` and `β` hold the possible values $x$ and $y$ of the two inputs, and `f` is the deterministic, real-valued model output. The hypothesis `IsPositiveProb` says that the weights $p(x)$ and $q(y)$ are strictly positive and sum to one. Independence enters through `joint`, which gives the pair $(x,y)$ the weight $p(x)q(y)$.

`condFst` and `condSnd` are the conditional expectations given the first and second input, defined as weighted sums divided by marginal probabilities. `variance` is the mean squared deviation under the given weights, not a sample estimate with an $n-1$ denominator.

The theorem `variance_ge_main_effects` contains both the inequality and the equality criterion. Correlated inputs, continuous distributions and sampling error are not covered.

## Splitting the output into orthogonal parts

Let $\mu$ be the mean of $f$. Under independence the marginal weight cancels from each conditional expectation, leaving

$$a(x)=\sum_y q(y)f(x,y),\qquad b(y)=\sum_x p(x)f(x,y).$$

Averaging $a$ over $x$, or $b$ over $y$, gives $\mu$. Define the interaction

$$I(x,y)=f(x,y)-a(x)-b(y)+\mu .$$

Its average over $y$ at fixed $x$ is $a(x)-a(x)-\mu+\mu=0$, and its average over $x$ at fixed $y$ is $b(y)-\mu-b(y)+\mu=0$.

Now square

$$f-\mu=(a-\mu)+(b-\mu)+I$$

and average with the weights $p(x)q(y)$. The product $(a-\mu)(b-\mu)$ averages to zero because $b-\mu$ has mean zero. The product $(a-\mu)I$ vanishes on averaging over $y$ first, and $(b-\mu)I$ on averaging over $x$ first. Hence

$$\operatorname{Var}f=\operatorname{Var}a+\operatorname{Var}b+\sum_{x,y}p(x)q(y)I(x,y)^2 .$$

The last sum is nonnegative, which proves the inequality. Since every weight is positive, the sum is zero only if $I=0$ everywhere, and then $f(x,y)=a(x)+[b(y)-\mu]$ is additive. Conversely, let $f(x,y)=g(x)+h(y)$, and let $\bar g$ and $\bar h$ be the means of $g$ and $h$. Then $a=g+\bar h$, $b=h+\bar g$ and $\mu=\bar g+\bar h$, so $I=0$.

## The same argument in Lean

`condFst_joint` and `condSnd_joint` carry out the cancellation of the marginal weight, and `total_expectation` shows that both conditional means average to $\mu$. `interaction_mean_zero` gets the two vanishing averages from `mean_residual`.

The lemma `pythagoras` does the squaring: `inner` averages over $y$, and `cross` exchanges the sums to remove the remaining mixed term. `variance_decomposition` applies it to the centred conditional means and the interaction.

`interaction_eq_zero_iff` proves both directions of the additivity criterion. In the main theorem, `sum_eq_zero_iff_of_nonneg` turns a zero sum of nonnegative terms into zero terms, and positivity of the joint weight then forces each interaction value to vanish.

## Sobol indices and a pure interaction

Dividing each main-effect variance by $\operatorname{Var}f$ gives the first-order Sobol indices $S_1$ and $S_2$. `sobol_indices_sum_eq_one_iff` says that, when $\operatorname{Var}f\ne0$, they sum to one exactly for additive models. Dividing the identity in `variance_decomposition` by $\operatorname{Var}f$ gives more: for the exact indices, $1-S_1-S_2$ is the fraction of the variance due to interaction.

`parity_pure_interaction` shows how large that fraction can be. The parity of two fair coins has variance one, yet fixing either coin leaves its conditional mean at zero. Both first-order indices vanish although the output depends on both coins; `norm_num` evaluates the finite sums.

If the model has been run on the full grid and stored as an array `F[i,j]`, the calculation is short: `a = F @ q`, `b = p @ F` and `mu = p @ a`, followed by weighted mean squares of `a - mu`, `b - mu` and `F - mu`. With Monte Carlo estimates in place of exact sums, sampling noise can push the estimated $S_1+S_2$ above one without contradicting the inequality.
